# Invertibility of L + Q and L² + 2 Re(Q) L + |Q|² for real symmetric L and non-real Q

Let L be a finite real symmetric matrix and Q a complex number with non-zero imaginary part. The theorem states that the complex Helmholtz operator L + Q and the real matrix L² + 2 Re(Q) L + |Q|² are both invertible; L need not be a discretised Laplacian. For the real matrix, the proof uses the quadratic form |(L + Re Q)x|² + (Im Q)²|x|², which vanishes only at x = 0. For L + Q, it uses the fact that (L + Q)(L + Q̄) equals that real matrix, so that an inverse of the product supplies a right inverse of L + Q.

As first written in Lean, the proof fails:

```lean
import Mathlib

open Matrix ComplexConjugate

namespace ComplexHelmholtzKernel

noncomputable section

variable {n : Type*} [Fintype n] [DecidableEq n]

/-- The complex Helmholtz operator `L + Q`. -/
def helmholtz (L : Matrix n n ℝ) (Q : ℂ) : Matrix n n ℂ :=
  L.map Complex.ofReal + Q • (1 : Matrix n n ℂ)

/-- The real operator `L² + 2 Re(Q) L + |Q|²`. -/
def realDenom (L : Matrix n n ℝ) (Q : ℂ) : Matrix n n ℝ :=
  L * L + (2 * Q.re) • L + Complex.normSq Q • (1 : Matrix n n ℝ)

/-- The Helmholtz operators with shifts `Q` and `conj Q` multiply to the real operator
`L² + 2 Re(Q) L + |Q|²`. -/
theorem helmholtz_mul_conj (L : Matrix n n ℝ) (Q : ℂ) :
    helmholtz L Q * helmholtz L (conj Q) = (realDenom L Q).map Complex.ofReal := by
  have hmap : (realDenom L Q).map Complex.ofReal =
      L.map Complex.ofReal * L.map Complex.ofReal
        + ((2 * Q.re : ℝ) : ℂ) • L.map Complex.ofReal
        + (Complex.normSq Q : ℂ) • (1 : Matrix n n ℂ) := by
    ext i j
    by_cases h : i = j <;> simp [realDenom, Matrix.mul_apply, h]
  rw [hmap, ← Complex.add_conj, ← Complex.mul_conj, helmholtz, helmholtz]
  simp only [add_mul, mul_add, smul_mul_assoc, mul_smul_comm, one_mul, mul_one]
  module

/-- For symmetric `L`, the quadratic form of `L² + 2 Re(Q) L + |Q|²` is
`|(L + Re Q) x|² + (Im Q)² |x|²`. -/
theorem realDenom_quadratic {L : Matrix n n ℝ} (hL : L.IsSymm) (Q : ℂ) (x : n → ℝ) :
    x ⬝ᵥ realDenom L Q *ᵥ x =
      (L *ᵥ x + Q.re • x) ⬝ᵥ (L *ᵥ x + Q.re • x) + Q.im ^ 2 * (x ⬝ᵥ x) := by
  -- symmetry moves `L` to the other side of the scalar product
  have h : ∀ z : n → ℝ, x ⬝ᵥ L *ᵥ z = (L *ᵥ x) ⬝ᵥ z := by
    intro z
    rw [Matrix.dotProduct_mulVec, ← Matrix.mulVec_transpose, hL.eq]
  simp only [realDenom, Matrix.add_mulVec, Matrix.smul_mulVec, Matrix.one_mulVec,
    ← Matrix.mulVec_mulVec, dotProduct_add, add_dotProduct, dotProduct_smul,
    smul_dotProduct, smul_eq_mul, Complex.normSq_apply, h]
  ring

/-- For symmetric `L` and non-real `Q`, both `L² + 2 Re(Q) L + |Q|²` and `L + Q`
are invertible. -/
theorem isUnit_realDenom_and_helmholtz {L : Matrix n n ℝ} (hL : L.IsSymm) {Q : ℂ}
    (hQ : Q.im ≠ 0) : IsUnit (realDenom L Q) ∧ IsUnit (helmholtz L Q) := by
  have hD : IsUnit (realDenom L Q) := by
    rw [← Matrix.mulVec_injective_iff_isUnit]
    intro x y hxy
    have h0 : realDenom L Q *ᵥ (x - y) = 0 := by
      rw [Matrix.mulVec_sub]
      exact sub_eq_zero.2 hxy
    have hq := realDenom_quadratic hL Q (x - y)
    rw [h0, dotProduct_zero] at hq
    have hnn : ∀ z : n → ℝ, 0 ≤ z ⬝ᵥ z :=
      fun z => Finset.sum_nonneg fun i _ => mul_self_nonneg (z i)
    have h1 := hnn (L *ᵥ (x - y) + Q.re • (x - y))
    have h2 := mul_nonneg (sq_nonneg Q.im) (hnn (x - y))
    have h3 : Q.im ^ 2 * ((x - y) ⬝ᵥ (x - y)) = 0 := by linarith
    have h4 := (mul_eq_zero.1 h3).resolve_left (pow_ne_zero 2 hQ)
    exact sub_eq_zero.1 (dotProduct_self_eq_zero.1 h4)
  refine ⟨hD, ?_⟩
  -- a right inverse of the product yields a right inverse of its first factor
  have hC : IsUnit ((realDenom L Q).map Complex.ofReal) :=
    hD.map (Complex.ofRealHom.mapMatrix (m := n))
  obtain ⟨B, hB⟩ := hC.exists_right_inv
  exact Matrix.isUnit_of_right_inverse (B := helmholtz L (conj Q) * B)
    (by rw [← mul_assoc, helmholtz_mul_conj, hB])

end

end ComplexHelmholtzKernel
```

Lean reports:

```
Main.lean:71:8: error(lean.unknownIdentifier): Unknown constant `Matrix.isUnit_of_right_inverse`
```

This version goes through:

```diff
@@ -69,6 +69,7 @@
     hD.map (Complex.ofRealHom.mapMatrix (m := n))
   obtain ⟨B, hB⟩ := hC.exists_right_inv
-  exact Matrix.isUnit_of_right_inverse (B := helmholtz L (conj Q) * B)
-    (by rw [← mul_assoc, helmholtz_mul_conj, hB])
+  have hR : helmholtz L Q * (helmholtz L (conj Q) * B) = 1 := by
+    rw [← mul_assoc, helmholtz_mul_conj, hB]
+  exact (Matrix.isUnit_iff_isUnit_det _).2 (Matrix.isUnit_det_of_right_inverse hR)
 
 end
```

The message says that no constant called `Matrix.isUnit_of_right_inverse` exists in what the file imports. The last step called it to pass from a right inverse of `helmholtz L Q` to `IsUnit (helmholtz L Q)`. That inference is valid for finite square complex matrices; only the name was wrong.

The repair reaches the same conclusion through the determinant. `Matrix.isUnit_det_of_right_inverse` takes an equation of the form `A * B = 1` and gives that the determinant of `A` is a unit. `Matrix.isUnit_iff_isUnit_det`, used from right to left by `.2`, then turns this into the statement that the matrix itself is a unit.

The equation is now stated separately as `hR`, which also tells the determinant lemma what the right inverse is; before, the named argument `B` did this. The rewrites that prove the equation are unchanged.
